# Real Rayleigh–Schrödinger corrections to a nondegenerate real state of a real symmetric $H_0$ under a real perturbation, in intermediate normalisation

Take two levels with energies $0$ and $\Delta\neq 0$, coupled by a real matrix element $v$ that is switched on with strength $\lambda$:

$$H_0=\begin{pmatrix}0&0\\0&\Delta\end{pmatrix},\qquad V=\begin{pmatrix}0&v\\v&0\end{pmatrix},\qquad \varphi=\begin{pmatrix}1\\0\end{pmatrix}.$$

Start from $\varphi$ with energy $E_0=0$, and allow the first-order correction $\psi_1=(a,b)$ to be complex. The first-order equation $H_0\psi_1+V\varphi=E_0\psi_1+E_1\varphi$ has two rows, $0=E_1$ and $\Delta b+v=0$. The component $b=-v/\Delta$ is therefore real, while $a$ is free and may be imaginary. That freedom is the choice of norm and phase of the perturbed state, and the condition $\langle\varphi,\psi_1\rangle=a=0$ removes it. If instead $\Delta=v=0$, then $b$ is free too, and orthogonality to $\varphi$ no longer excludes an imaginary correction.

## Real energies and vectors at every order

Let $H_0$ be a real symmetric matrix, $V$ a real matrix of the same finite size, and $\varphi$ a real unit vector whose complex multiples are exactly the solutions of $H_0x=E_0x$, with $E_0$ real. Suppose that complex numbers $E_k$ and complex vectors $\psi_k$, with $\psi_0=\varphi$, satisfy for every $k\ge 0$

$$H_0\psi_{k+1}+V\psi_k=\sum_{j=0}^{k+1}E_j\,\psi_{k+1-j}.$$

If $\langle\varphi,\psi_{k+1}\rangle=0$ for all $k\ge0$, then every $E_k$ and every entry of every $\psi_k$ is real. It is enough that the overlaps are real, and for the vectors this is also necessary. $V$ need not be symmetric.

## Real arrays in an order-by-order solver

A perturbation code for a nondegenerate state in a finite orthonormal basis, with real matrix elements, may store each $\psi_k$ as a real array. No complex solution with the same normalisation is lost in this way. At order $k+1$ such a code computes the energy $E_{k+1}=\varphi\cdot V\psi_k$ and the vector

$$r=\sum_{j=1}^{k}E_j\,\psi_{k+1-j}+E_{k+1}\varphi-V\psi_k,$$

and solves $(H_0-E_0)\psi_{k+1}=r$ with $\varphi\cdot\psi_{k+1}=0$. If real orthonormal eigenvectors $u_m$ of $H_0$ with energies $\varepsilon_m\neq E_0$ are available, the component of $\psi_{k+1}$ along $u_m$ is $u_m\cdot r/(\varepsilon_m-E_0)$. Each operation takes real input to real output.

Under full normalisation the overlaps need not vanish. Normalisation alone fixes the real part of $\langle\varphi,\psi_1\rangle$ and leaves its imaginary part to the choice of phase; the version with real overlaps applies once that phase is chosen so that they are all real.

## The imaginary part has no source

Suppose that all energies and vectors up to order $k$ are real. This holds for $k=0$. Write $y=\operatorname{Im}\psi_{k+1}$ and $c=\operatorname{Im}E_{k+1}$, and take the imaginary part of the equation at order $k+1$.

1. Since $H_0$ and $V$ are real, the left side gives $H_0y+V\operatorname{Im}\psi_k=H_0y$. On the right, the term $j=0$ gives $E_0y$, the term $j=k+1$ gives $c\varphi$, and the terms between them contain only real quantities. Hence
$$H_0y=E_0y+c\varphi.$$

2. Pair this with $\varphi$. Symmetry gives $\varphi\cdot H_0y=(H_0\varphi)\cdot y=E_0\,\varphi\cdot y$, while the right side gives $E_0\,\varphi\cdot y+c$, because $\varphi\cdot\varphi=1$. So $c=0$, and $E_{k+1}$ is real.

3. Now $H_0y=E_0y$, so $y$ is a multiple of $\varphi$. As $y$ and $\varphi$ are real, $y=s\varphi$ with $s$ real.

4. The overlap condition fixes $s$: $s=\varphi\cdot y=\operatorname{Im}\langle\varphi,\psi_{k+1}\rangle=0$. So $y=0$, and $\psi_{k+1}$ is real.

Induction covers all orders. Conversely, if the vectors are real, their overlaps with the real vector $\varphi$ are real.

## Two orders in numbers

Let $H_0=\operatorname{diag}(0,2)$, $V=\begin{pmatrix}1&2\\2&3\end{pmatrix}$ and $\varphi=(1,0)$, so $E_0=0$. Orthogonality gives $\psi_k=(0,b_k)$ for $k\ge1$.

- First order: the rows are $1=E_1$ and $2b_1+2=0$, so $E_1=1$ and $b_1=-1$.
- Second order: $V\psi_1=(-2,-3)$. The rows are $-2=E_2$ and $2b_2-3=E_1b_1=-1$, so $E_2=-2$ and $b_2=1$.

The lower eigenvalue of $H_0+\lambda V$ is $1+2\lambda-\sqrt{1+2\lambda+5\lambda^2}=\lambda-2\lambda^2+\dots$, in agreement.

## Lean source

```lean
import Mathlib

open Matrix

namespace RealPerturbationCorrections

noncomputable section

variable {n : Type*} [Fintype n]

/-- A real matrix regarded as a complex matrix. -/
def complexMat (A : Matrix n n ℝ) : Matrix n n ℂ := fun i j => (A i j : ℂ)

/-- A real vector regarded as a complex vector. -/
def complexVec (x : n → ℝ) : n → ℂ := fun i => (x i : ℂ)

/-- The overlap of a real reference vector `φ` with a complex vector `x`. -/
def overlap (φ : n → ℝ) (x : n → ℂ) : ℂ := complexVec φ ⬝ᵥ x

/-- The complex solutions of `H₀ x = E₀ x` are exactly the complex multiples of `φ`. -/
def SpansKernel (H₀ : Matrix n n ℝ) (E₀ : ℝ) (φ : n → ℝ) : Prop :=
  ∀ x : n → ℂ, complexMat H₀ *ᵥ x = (E₀ : ℂ) • x ↔ ∃ c : ℂ, x = c • complexVec φ

/-- The Rayleigh-Schroedinger equations at all orders `k + 1` of the coupling:
`H₀ ψ_(k+1) + V ψ_k` is the sum of `E_j ψ_(k+1-j)` over `j = 0, ..., k + 1`. -/
def OrderEquations (H₀ V : Matrix n n ℝ) (E : ℕ → ℂ) (ψ : ℕ → n → ℂ) : Prop :=
  ∀ k, complexMat H₀ *ᵥ ψ (k + 1) + complexMat V *ᵥ ψ k
    = ∑ j ∈ Finset.range (k + 2), E j • ψ (k + 1 - j)

/-- A real matrix acts separately on the imaginary part of a complex vector. -/
theorem im_mulVec (A : Matrix n n ℝ) (x : n → ℂ) (i : n) :
    ((complexMat A *ᵥ x) i).im = (A *ᵥ fun j => (x j).im) i := by
  simp [complexMat, Matrix.mulVec, dotProduct, Complex.im_sum]

/-- Take a solution of the order equations that starts from the real vector `φ` and the energy `E₀`.
If all energies and vectors up to order `k` are real, the imaginary part `y` of the next vector
obeys `H₀ y = E₀ y + c φ`, with `c` the imaginary part of the next energy. -/
theorem im_order_equation {H₀ V : Matrix n n ℝ} {E : ℕ → ℂ} {ψ : ℕ → n → ℂ} {φ : n → ℝ}
    (hord : OrderEquations H₀ V E ψ) (hψ0 : ψ 0 = complexVec φ) (k : ℕ)
    (hE : ∀ j ≤ k, (E j).im = 0) (hψ : ∀ j ≤ k, ∀ i, (ψ j i).im = 0) :
    (H₀ *ᵥ fun i => (ψ (k + 1) i).im)
      = (E 0).re • (fun i => (ψ (k + 1) i).im) + (E (k + 1)).im • φ := by
  funext i
  have h := congrArg Complex.im (congrFun (hord k) i)
  have hz : (fun j => (ψ k j).im) = 0 := funext (hψ k le_rfl)
  -- the intermediate terms contain only real quantities
  have hmid : ((∑ j ∈ Finset.range k, E (j + 1) • ψ (k + 1 - (j + 1))) i).im = 0 := by
    rw [Finset.sum_apply, Complex.im_sum]
    apply Finset.sum_eq_zero
    intro j hj
    have hj' := Finset.mem_range.1 hj
    rw [Pi.smul_apply, smul_eq_mul, Complex.mul_im, hE (j + 1) (by omega),
      hψ (k + 1 - (j + 1)) (by omega) i]
    ring
  rw [Finset.sum_range_succ, Finset.sum_range_succ', Pi.add_apply, Complex.add_im,
    im_mulVec, im_mulVec, hz, Matrix.mulVec_zero, Pi.add_apply, Pi.add_apply,
    Complex.add_im, Complex.add_im, hmid, Nat.sub_self, Nat.sub_zero, hψ0] at h
  simp only [Pi.smul_apply, Pi.zero_apply, smul_eq_mul, Complex.mul_im, complexVec,
    Complex.ofReal_im, Complex.ofReal_re, hE 0 (Nat.zero_le k)] at h
  simp only [Pi.add_apply, Pi.smul_apply, smul_eq_mul]
  linarith

/-- For symmetric `H₀` with a unit eigenvector `φ` at `E₀`, the equation
`H₀ y = E₀ y + c φ` can be solved only if `c = 0`. -/
theorem source_eq_zero {H₀ : Matrix n n ℝ} {E₀ c : ℝ} {φ y : n → ℝ} (hs : H₀.IsSymm)
    (hφ : H₀ *ᵥ φ = E₀ • φ) (hu : φ ⬝ᵥ φ = 1) (hy : H₀ *ᵥ y = E₀ • y + c • φ) :
    c = 0 := by
  have h : φ ⬝ᵥ (H₀ *ᵥ y) = E₀ * (φ ⬝ᵥ y) := by
    rw [Matrix.dotProduct_mulVec, ← Matrix.mulVec_transpose, hs.eq, hφ, smul_dotProduct,
      smul_eq_mul]
  rw [hy, dotProduct_add, dotProduct_smul, dotProduct_smul, hu, smul_eq_mul,
    smul_eq_mul] at h
  linarith

/-- The imaginary part of the overlap with a real vector is the overlap with the
imaginary part. -/
theorem overlap_im (φ : n → ℝ) (x : n → ℂ) :
    (overlap φ x).im = φ ⬝ᵥ fun i => (x i).im := by
  simp [overlap, complexVec, dotProduct, Complex.im_sum]

/-- Let `H₀` be real symmetric, `V` real, and `φ` a real unit vector spanning the kernel of
`H₀ - E₀`. A solution of the order equations starting from `φ` and `E₀` has real energies and
real vectors at all orders if its overlaps with `φ` are real. -/
theorem real_of_real_overlap {H₀ V : Matrix n n ℝ} {E₀ : ℝ} {φ : n → ℝ} {E : ℕ → ℂ}
    {ψ : ℕ → n → ℂ} (hs : H₀.IsSymm) (hu : φ ⬝ᵥ φ = 1) (hker : SpansKernel H₀ E₀ φ)
    (hord : OrderEquations H₀ V E ψ) (hE0 : E 0 = (E₀ : ℂ)) (hψ0 : ψ 0 = complexVec φ)
    (hov : ∀ k, (overlap φ (ψ (k + 1))).im = 0) (k : ℕ) :
    (E k).im = 0 ∧ ∀ i, (ψ k i).im = 0 := by
  have hφ : H₀ *ᵥ φ = E₀ • φ := by
    funext i
    have h := congrArg Complex.re
      (congrFun ((hker (complexVec φ)).2 ⟨1, (one_smul ℂ _).symm⟩) i)
    simpa [complexMat, complexVec, Matrix.mulVec, dotProduct, Complex.re_sum] using h
  induction k using Nat.strong_induction_on with
  | _ k ih =>
    rcases k with _ | k
    · exact ⟨by rw [hE0, Complex.ofReal_im],
        fun i => by rw [hψ0, complexVec, Complex.ofReal_im]⟩
    · have hy := im_order_equation hord hψ0 k
        (fun j hj => (ih j (by omega)).1) (fun j hj => (ih j (by omega)).2)
      rw [hE0, Complex.ofReal_re] at hy
      -- pairing with `φ` removes the imaginary part of the energy
      have hc := source_eq_zero hs hφ hu hy
      rw [hc, zero_smul, add_zero] at hy
      refine ⟨hc, ?_⟩
      -- the imaginary part of the vector lies in the kernel
      obtain ⟨c, hcy⟩ := (hker (complexVec fun i => (ψ (k + 1) i).im)).1 (by
        funext i
        have h := congrArg (fun r : ℝ => (r : ℂ)) (congrFun hy i)
        simpa [complexMat, complexVec, Matrix.mulVec, dotProduct] using h)
      have hre : (fun i => (ψ (k + 1) i).im) = c.re • φ := by
        funext i
        have h := congrArg Complex.re (congrFun hcy i)
        simpa [complexVec] using h
      -- its overlap with `φ` vanishes, so it is zero
      have ho := hov k
      rw [overlap_im, hre, dotProduct_smul, hu, smul_eq_mul, mul_one] at ho
      intro i
      have h := congrFun hre i
      simpa [ho] using h

/-- Let `H₀` be real symmetric, `V` real, and `φ` a real unit vector spanning the kernel of
`H₀ - E₀`. Every complex solution of the order equations that starts from `φ` and `E₀`, with
corrections orthogonal to `φ`, has real energies and vectors with real entries. -/
theorem corrections_real {H₀ V : Matrix n n ℝ} {E₀ : ℝ} {φ : n → ℝ} {E : ℕ → ℂ}
    {ψ : ℕ → n → ℂ} (hs : H₀.IsSymm) (hu : φ ⬝ᵥ φ = 1) (hker : SpansKernel H₀ E₀ φ)
    (hord : OrderEquations H₀ V E ψ) (hE0 : E 0 = (E₀ : ℂ)) (hψ0 : ψ 0 = complexVec φ)
    (hov : ∀ k, overlap φ (ψ (k + 1)) = 0) (k : ℕ) :
    (E k).im = 0 ∧ ∀ i, (ψ k i).im = 0 :=
  real_of_real_overlap hs hu hker hord hE0 hψ0 (fun k => by rw [hov k, Complex.zero_im]) k

/-- Let `H₀` be real symmetric, `V` real, and `φ` a real unit vector spanning the kernel of
`H₀ - E₀`. For a solution of the order equations starting from `φ` and `E₀`, all vectors are
real if and only if all overlaps of the corrections with `φ` are real. -/
theorem vectors_real_iff {H₀ V : Matrix n n ℝ} {E₀ : ℝ} {φ : n → ℝ} {E : ℕ → ℂ}
    {ψ : ℕ → n → ℂ} (hs : H₀.IsSymm) (hu : φ ⬝ᵥ φ = 1) (hker : SpansKernel H₀ E₀ φ)
    (hord : OrderEquations H₀ V E ψ) (hE0 : E 0 = (E₀ : ℂ)) (hψ0 : ψ 0 = complexVec φ) :
    (∀ k i, (ψ k i).im = 0) ↔ ∀ k, (overlap φ (ψ (k + 1))).im = 0 := by
  constructor
  · intro h k
    rw [overlap_im]
    simp [dotProduct, h]
  · intro h k
    exact (real_of_real_overlap hs hu hker hord hE0 hψ0 h k).2

/-- Unperturbed Hamiltonian of a three-level model: levels 1 and 2 are coupled. -/
def threeH : Matrix (Fin 3) (Fin 3) ℝ := !![0, 0, 0; 0, 0, 1; 0, 1, 0]

/-- Perturbation of the three-level model: levels 0 and 2 are coupled. -/
def threeV : Matrix (Fin 3) (Fin 3) ℝ := !![0, 0, 1; 0, 0, 0; 1, 0, 0]

/-- Vectors of the three-level model, with a single nonzero correction at first order. -/
def threeψ (k : ℕ) : Fin 3 → ℂ :=
  if k = 0 then ![1, 0, 0] else if k = 1 then ![0, -1, 0] else 0

/-- The three-level model, with symmetric `H₀` and `V` and all energies zero, meets every
hypothesis of `corrections_real`. -/
theorem corrections_real_witness :
    threeH.IsSymm ∧ threeV.IsSymm ∧ (![1, 0, 0] : Fin 3 → ℝ) ⬝ᵥ ![1, 0, 0] = 1 ∧
    SpansKernel threeH 0 ![1, 0, 0] ∧ OrderEquations threeH threeV (fun _ => 0) threeψ ∧
    threeψ 0 = complexVec ![1, 0, 0] ∧ ∀ k, overlap ![1, 0, 0] (threeψ (k + 1)) = 0 := by
  refine ⟨?_, ?_, ?_, ?_, ?_, ?_, ?_⟩
  · ext i j
    fin_cases i <;> fin_cases j <;> simp [threeH]
  · ext i j
    fin_cases i <;> fin_cases j <;> simp [threeV]
  · simp [dotProduct, Fin.sum_univ_three]
  · intro x
    constructor
    · intro h
      have h2 : x 2 = 0 := by
        simpa [complexMat, threeH, Matrix.mulVec, dotProduct, Fin.sum_univ_three]
          using congrFun h 1
      have h1 : x 1 = 0 := by
        simpa [complexMat, threeH, Matrix.mulVec, dotProduct, Fin.sum_univ_three]
          using congrFun h 2
      refine ⟨x 0, ?_⟩
      ext i
      fin_cases i <;> simp [complexVec, h1, h2]
    · rintro ⟨c, rfl⟩
      ext i
      fin_cases i <;>
        simp [complexMat, complexVec, threeH, Matrix.mulVec, dotProduct, Fin.sum_univ_three]
  · intro k
    rcases k with _ | _ | k <;> ext i <;> fin_cases i <;>
      simp [complexMat, threeH, threeV, threeψ, Matrix.mulVec, dotProduct,
        Fin.sum_univ_three]
  · ext i
    fin_cases i <;> simp [threeψ, complexVec]
  · intro k
    rcases k with _ | k <;>
      simp [overlap, complexVec, threeψ, dotProduct, Fin.sum_univ_three]

/-- Vectors of a degenerate two-level model, with an imaginary first-order correction. -/
def degenerateψ (k : ℕ) : Fin 2 → ℂ :=
  if k = 0 then ![1, 0] else if k = 1 then ![0, Complex.I] else 0

/-- For `H₀ = V = 0` on two levels, the order equations have a solution with zero energies that
starts from a real unit vector, has corrections orthogonal to it, and is not real. -/
theorem degenerate_not_real :
    OrderEquations (0 : Matrix (Fin 2) (Fin 2) ℝ) 0 (fun _ => 0) degenerateψ ∧
    degenerateψ 0 = complexVec ![1, 0] ∧
    (∀ k, overlap ![1, 0] (degenerateψ (k + 1)) = 0) ∧ (degenerateψ 1 1).im = 1 := by
  refine ⟨?_, ?_, ?_, ?_⟩
  · intro k
    ext i
    fin_cases i <;> simp [complexMat]
  · ext i
    fin_cases i <;> simp [degenerateψ, complexVec]
  · intro k
    rcases k with _ | k <;>
      simp [overlap, complexVec, degenerateψ, dotProduct, Fin.sum_univ_two]
  · simp [degenerateψ]

end

end RealPerturbationCorrections
```

```lean
#print axioms RealPerturbationCorrections.corrections_real
#print axioms RealPerturbationCorrections.vectors_real_iff
#print axioms RealPerturbationCorrections.degenerate_not_real
```

```
'RealPerturbationCorrections.corrections_real' depends on axioms: [propext, Classical.choice, Quot.sound]
'RealPerturbationCorrections.vectors_real_iff' depends on axioms: [propext, Classical.choice, Quot.sound]
'RealPerturbationCorrections.degenerate_not_real' depends on axioms: [propext, Classical.choice, Quot.sound]
```

## Complex unknowns with real data

In the Lean code `n` is the finite set of basis labels, not the perturbation order; the order is `k`. `H₀` and `V` are real matrices, and `complexMat` and `complexVec` embed real data entrywise in the complex numbers. The energies `E` and vectors `ψ` are complex from the start, so their reality is a conclusion. `overlap` uses the dot product without conjugation, which equals the usual inner product here because its first argument is real.

`SpansKernel` is an equivalence: every multiple of `φ` solves the eigenvalue equation, and there are no other solutions. Physically, the unperturbed level is nondegenerate. `OrderEquations` is the hierarchy displayed above, and `hE0` and `hψ0` fix its starting values.

`corrections_real` is the result for vanishing overlaps, `real_of_real_overlap` the one for real overlaps, and `vectors_real_iff` the equivalence for the vectors.

## From the lemmas to the induction

`im_mulVec` and `overlap_im` move the imaginary part through a real matrix and through an overlap. `im_order_equation` is step 1: `Finset.sum_range_succ` and `Finset.sum_range_succ'` split off the last and first terms of the sum, `hmid` shows that the remaining terms have no imaginary part, and `linarith` collects what is left. `source_eq_zero` is step 2, with the transpose moved onto `H₀` and removed by symmetry.

`real_of_real_overlap` first extracts the real eigenvalue equation for `φ` from the kernel condition, then runs a strong induction. At each new order it calls the two lemmas, embeds `y` as a complex vector so that `hker` applies, and takes real parts to get a real multiple of `φ`. The overlap hypothesis makes that multiple zero. `corrections_real` then follows because zero has zero imaginary part.

Two explicit models accompany the theorems. In `corrections_real_witness`, a three-level system with symmetric `threeH` and `threeV` satisfies all the hypotheses and has the nonzero correction $\psi_1=(0,-1,0)$. In `degenerate_not_real`, $H_0=V=0$ on two levels admits $\psi_1=(0,i)$ with all overlaps zero. It is therefore not enough that `φ` be a real unit eigenvector of a symmetric `H₀`.

## Coefficients, not the perturbed state

The theorems guarantee reality at every order, for any finite orthonormal basis with real matrix elements and for every complex solution that meets the hypotheses. They take such a solution as given and do not construct one.

The step left to the user leads from the coefficients to the state: that $\sum_k\lambda^k\psi_k$ represents an eigenvector of $H_0+\lambda V$ at the coupling of interest. This involves convergence of the series. In intermediate normalisation it converges for small enough $|\lambda|$, because the basis is finite and the level nondegenerate, but it may diverge at the coupling of interest; neither point is treated in the Lean code. The theorems also give no bound on the size of the corrections, which can be large when another level lies close to $E_0$.

The perturbation is one fixed real matrix, multiplied by a single coupling. A complex Hermitian perturbation, such as the orbital Zeeman term in a basis of real orbitals, falls outside the hypotheses, as does a self-consistent potential that itself changes with the coupling.
